# Between two grounded plates, the symmetric image sum vanishes exactly on one plate and in the limit on the other

The potential is taken here as a finite sum over images, cut off symmetrically at $|n|\le N$, with each positive image paired with a negative one. The pairing matters because the images of one sign alone give a divergent series.

A unit point charge sits at height $z$ between grounded plates at $x=0$ and $x=L$, with $0<z<L$. The field point has height $x$ and lateral distance $\rho$ from the line through the charge normal to the plates. In Gaussian units, a unit charge at height difference $u$ contributes

$$f(u)=\frac{1}{\sqrt{\rho^2+u^2}},$$

and the truncated potential is

$$\Phi_N(x)=\sum_{n=-N}^{N}\bigl[f(2nL+z-x)-f(2nL-z-x)\bigr].$$

The positive images sit at $2nL+z$ and the negative ones at $2nL-z$. The term $n=0$ holds the real charge and its mirror image in the plate $x=0$.

## Zero on one plate, two leftover charges on the other

At every cutoff $N\ge 0$,

$$\Phi_N(0)=0,\qquad \Phi_N(L)=f\bigl((2N+1)L-z\bigr)-f\bigl((2N+1)L+z\bigr).$$

For $L>0$ the residual $\Phi_N(L)$ tends to zero as $N\to\infty$. For $\rho,L,z>0$ it is strictly positive at every finite $N$, so the second plate is never exactly grounded. For $\rho>0$ its size is bounded by

$$|\Phi_N(L)|\le 2|z|\,f\bigl((2N+1)L-z\bigr)\,f\bigl((2N+1)L+z\bigr).$$

In the file, `coulomb ρ u` is $f(u)$ and `partialPotential ρ L z x N` is $\Phi_N(x)$. The lengths are real numbers, `N` is a natural number, and the summation index runs over the integers from $-N$ to $N$. The final theorem, `partialPotential_plates`, states the exact zero at $x=0$ and the limit at $x=L$.

## Checking an image loop and choosing its cutoff

A code that treats point charges between ideal, flat, infinite electrodes by direct image summation can use both plate values as checks. The loop runs over $n=-N,\dots,N$ and adds one positive and one negative term per pass. At $x=0$ the result should be zero up to rounding, and at $x=L$ it should match the two-term residual. If the loop runs one step too far on one side, an unpaired contribution appears at $x=0$.

The residual also helps to choose $N$. For $0<z<L$, the difference between $\Phi_N$ and the true potential is harmonic in the gap, vanishes on $x=0$, equals the residual on $x=L$ and tends to zero far away along the plates. The maximum principle, which is a textbook argument added here and not part of the Lean file, then bounds the error throughout the gap by the largest residual on the plate:

$$\frac{2z}{(2N+1)^2L^2-z^2}.$$

With $L=7$ and $z=2$, an error below $10^{-6}$ is guaranteed from $N=143$ on. The bound falls only as $1/N^2$.

## Pairing the images by reflection

**The plate $x=0$.** Since $f$ is even, $f(2nL-z)=f(2(-n)L+z)$. As $n$ runs from $-N$ to $N$, so does $-n$. The negative terms therefore cancel the positive ones, and $\Phi_N(0)=0$.

**The plate $x=L$.** Write $a_n=f((2n-1)L+z)$. The positive term with index $n$ is $a_n$. By evenness, the negative one has magnitude

$$f((2n-1)L-z)=f((1-2n)L+z)=a_{1-n}.$$

As $n$ runs from $-N$ to $N$, the index $1-n$ runs from $-N+1$ to $N+1$. Everything cancels except two terms:

$$\Phi_N(L)=a_{-N}-a_{N+1}=f((2N+1)L-z)-f((2N+1)L+z).$$

Both arguments grow without bound when $L>0$, and $f(u)\le 1/u$ for $u>0$, so each term tends to zero.

**The sign.** The squared distances in the two terms differ by

$$\bigl((2N+1)L+z\bigr)^2-\bigl((2N+1)L-z\bigr)^2=4(2N+1)Lz,$$

which is positive for $L,z>0$. The positive leftover charge is nearer, so the residual is positive.

**The bound.** Let $r_u=\sqrt{\rho^2+u^2}$ with $\rho>0$. Then

$$(r_u+|u-v|)^2-r_v^2=2u(u-v)+2r_u|u-v|\ge 0,$$

because $|u|\le r_u$. Hence $r_v\le r_u+|u-v|$. The same holds with $u$ and $v$ exchanged, so

$$|f(u)-f(v)|=\frac{|r_v-r_u|}{r_ur_v}\le |u-v|\,f(u)f(v).$$

The two arguments in the residual differ by $2z$ in magnitude, which gives the stated bound.

**Numbers.** Take $\rho=12$, $L=7$, $z=2$. For $N=1$ the positive images are at $-12,2,16$ and the negative ones at $-16,-2,12$. Seen from $x=0$, both sets have height distances $2,12,16$, and the sum is zero. Seen from $x=7$, the positive set has distances $19,5,9$ and the negative set $23,9,5$. What remains is

$$\frac{1}{\sqrt{505}}-\frac{1}{\sqrt{673}}\approx 0.00595,$$

below the bound of about $0.00686$. For $N=0$ the residual is $\tfrac1{13}-\tfrac1{15}=\tfrac{2}{195}\approx 0.0103$.

## The Lean file

```lean
import Mathlib

open Filter Topology

namespace ImageChargesTwoPlates

noncomputable section

/-- Coulomb potential of a unit charge (Gaussian units) at lateral distance `ρ` and
height difference `u`, for `ρ` and `u` not both zero. -/
def coulomb (ρ u : ℝ) : ℝ := 1 / Real.sqrt (ρ ^ 2 + u ^ 2)

/-- Potential at height `x` and lateral distance `ρ ≠ 0` of positive unit charges at `2nL + z` and
negative unit charges at `2nL - z`, with `|n| ≤ N`. -/
def partialPotential (ρ L z x : ℝ) (N : ℕ) : ℝ :=
  ∑ n ∈ Finset.Icc (-(N : ℤ)) (N : ℤ),
    (coulomb ρ (2 * (n : ℝ) * L + z - x) - coulomb ρ (2 * (n : ℝ) * L - z - x))

/-- The Coulomb potential depends on the height difference only through its square. -/
theorem coulomb_eq_of_sq {ρ u v : ℝ} (h : u ^ 2 = v ^ 2) : coulomb ρ u = coulomb ρ v := by
  unfold coulomb
  rw [h]

/-- Off the axis, the potentials of a unit charge at two height differences differ by at most
the distance between the heights times the product of the two potentials. -/
theorem abs_coulomb_sub_le {ρ : ℝ} (hρ : 0 < ρ) (u v : ℝ) :
    |coulomb ρ u - coulomb ρ v| ≤ |u - v| * (coulomb ρ u * coulomb ρ v) := by
  -- triangle inequality for the distances to the charge
  have key : ∀ s t : ℝ,
      Real.sqrt (ρ ^ 2 + t ^ 2) ≤ Real.sqrt (ρ ^ 2 + s ^ 2) + |s - t| := by
    intro s t
    refine Real.sqrt_le_iff.mpr ⟨by positivity, ?_⟩
    have h1 := Real.sq_sqrt (show 0 ≤ ρ ^ 2 + s ^ 2 by positivity)
    have h2 : |s| ≤ Real.sqrt (ρ ^ 2 + s ^ 2) :=
      Real.abs_le_sqrt (by linarith [sq_nonneg ρ])
    have h3 : -(s * (s - t)) ≤ Real.sqrt (ρ ^ 2 + s ^ 2) * |s - t| :=
      calc -(s * (s - t)) ≤ |s * (s - t)| := neg_le_abs _
        _ = |s| * |s - t| := abs_mul _ _
        _ ≤ _ := mul_le_mul_of_nonneg_right h2 (abs_nonneg _)
    have h4 := sq_abs (s - t)
    nlinarith
  have frac : ∀ a b : ℝ, a ≠ 0 → b ≠ 0 → 1 / a - 1 / b = (b - a) * (1 / a * (1 / b)) := by
    intro a b ha hb
    field_simp
  have hu : 0 < Real.sqrt (ρ ^ 2 + u ^ 2) := by positivity
  have hv : 0 < Real.sqrt (ρ ^ 2 + v ^ 2) := by positivity
  unfold coulomb
  rw [frac _ _ hu.ne' hv.ne', abs_mul,
    abs_of_nonneg (show 0 ≤ 1 / Real.sqrt (ρ ^ 2 + u ^ 2) * (1 / Real.sqrt (ρ ^ 2 + v ^ 2)) by
      positivity)]
  refine mul_le_mul_of_nonneg_right (abs_sub_le_iff.mpr ⟨?_, ?_⟩) (by positivity)
  · linarith [key u v]
  · linarith [key v u, abs_sub_comm u v]

/-- Raising the cutoff from `N` to `N + 1` adds the two pairs of charges with `n = N + 1` and
`n = -(N + 1)`. -/
theorem partialPotential_succ (ρ L z x : ℝ) (N : ℕ) :
    partialPotential ρ L z x (N + 1) = partialPotential ρ L z x N
      + (coulomb ρ (2 * (N + 1) * L + z - x) - coulomb ρ (2 * (N + 1) * L - z - x))
      + (coulomb ρ (-2 * (N + 1) * L + z - x) - coulomb ρ (-2 * (N + 1) * L - z - x)) := by
  have h : Finset.Icc (-((N + 1 : ℕ) : ℤ)) ((N + 1 : ℕ) : ℤ)
      = insert ((N : ℤ) + 1) (insert (-((N : ℤ) + 1)) (Finset.Icc (-(N : ℤ)) (N : ℤ))) := by
    ext n
    simp only [Finset.mem_insert, Finset.mem_Icc]
    omega
  unfold partialPotential
  rw [h, Finset.sum_insert (by simp only [Finset.mem_insert, Finset.mem_Icc]; omega),
    Finset.sum_insert (by simp only [Finset.mem_Icc]; omega)]
  push_cast
  ring_nf

/-- On the plate `x = 0` the truncated image potential vanishes exactly at every cutoff. -/
theorem partialPotential_left (ρ L z : ℝ) (N : ℕ) : partialPotential ρ L z 0 N = 0 := by
  induction N with
  | zero => simp [partialPotential, coulomb]
  | succ N ih =>
    -- each new charge is the mirror image of an opposite one
    have e1 : coulomb ρ (2 * (N + 1) * L + z - 0) = coulomb ρ (-2 * (N + 1) * L - z - 0) :=
      coulomb_eq_of_sq (by ring)
    have e2 : coulomb ρ (2 * (N + 1) * L - z - 0) = coulomb ρ (-2 * (N + 1) * L + z - 0) :=
      coulomb_eq_of_sq (by ring)
    rw [partialPotential_succ, ih, e1, e2]
    ring

/-- On the plate `x = L` all images cancel in pairs except two, which leave the
potential of two opposite charges. -/
theorem partialPotential_right (ρ L z : ℝ) (N : ℕ) :
    partialPotential ρ L z L N
      = coulomb ρ ((2 * N + 1) * L - z) - coulomb ρ ((2 * N + 1) * L + z) := by
  induction N with
  | zero =>
    have e1 : coulomb ρ (z - L) = coulomb ρ (L - z) := coulomb_eq_of_sq (by ring)
    have e2 : coulomb ρ (-z - L) = coulomb ρ (L + z) := coulomb_eq_of_sq (by ring)
    simp [partialPotential, e1, e2]
  | succ N ih =>
    have e1 : coulomb ρ (2 * (N + 1) * L + z - L) = coulomb ρ ((2 * N + 1) * L + z) :=
      coulomb_eq_of_sq (by ring)
    have e2 : coulomb ρ (2 * (N + 1) * L - z - L) = coulomb ρ ((2 * N + 1) * L - z) :=
      coulomb_eq_of_sq (by ring)
    have e3 : coulomb ρ (-2 * (N + 1) * L + z - L)
        = coulomb ρ ((2 * ((N + 1 : ℕ) : ℝ) + 1) * L - z) :=
      coulomb_eq_of_sq (by push_cast; ring)
    have e4 : coulomb ρ (-2 * (N + 1) * L - z - L)
        = coulomb ρ ((2 * ((N + 1 : ℕ) : ℝ) + 1) * L + z) :=
      coulomb_eq_of_sq (by push_cast; ring)
    rw [partialPotential_succ, ih, e1, e2, e3, e4]
    ring

/-- For `ρ, L, z > 0` the truncated potential on the plate `x = L` is strictly positive at
every finite cutoff. -/
theorem partialPotential_right_pos {ρ L z : ℝ} (hρ : 0 < ρ) (hL : 0 < L) (hz : 0 < z)
    (N : ℕ) : 0 < partialPotential ρ L z L N := by
  rw [partialPotential_right, sub_pos]
  have h : 0 < (2 * (N : ℝ) + 1) * L * z := by positivity
  unfold coulomb
  refine one_div_lt_one_div_of_lt (by positivity) (Real.sqrt_lt_sqrt (by positivity) ?_)
  nlinarith

/-- For `ρ > 0` the truncated potential on the plate `x = L` is in absolute value at most `|2z|`
times the product of the potentials of unit charges at height differences `(2N+1)L - z` and
`(2N+1)L + z`. -/
theorem abs_partialPotential_right_le {ρ : ℝ} (hρ : 0 < ρ) (L z : ℝ) (N : ℕ) :
    |partialPotential ρ L z L N|
      ≤ |2 * z| * (coulomb ρ ((2 * N + 1) * L - z) * coulomb ρ ((2 * N + 1) * L + z)) := by
  have h := abs_coulomb_sub_le hρ ((2 * (N : ℝ) + 1) * L - z) ((2 * (N : ℝ) + 1) * L + z)
  rw [show (2 * (N : ℝ) + 1) * L - z - ((2 * (N : ℝ) + 1) * L + z) = -(2 * z) by ring,
    abs_neg] at h
  rw [partialPotential_right]
  exact h

/-- Two grounded plates, `L > 0`: the truncated image potential is exactly zero on the plate
`x = 0` and tends to zero on the plate `x = L` as the cutoff grows. -/
theorem partialPotential_plates (ρ z : ℝ) {L : ℝ} (hL : 0 < L) :
    (∀ N, partialPotential ρ L z 0 N = 0) ∧
      Tendsto (partialPotential ρ L z L) atTop (𝓝 0) := by
  refine ⟨partialPotential_left ρ L z, ?_⟩
  -- the potential of a single charge decays with distance
  have decay : Tendsto (coulomb ρ) atTop (𝓝 0) := by
    have hle : ∀ u : ℝ, u ≤ Real.sqrt (ρ ^ 2 + u ^ 2) := fun u =>
      Real.le_sqrt_of_sq_le (by linarith [sq_nonneg ρ])
    have h : Tendsto (fun u : ℝ => Real.sqrt (ρ ^ 2 + u ^ 2)) atTop atTop :=
      tendsto_atTop_mono hle tendsto_id
    exact (tendsto_inv_atTop_zero.comp h).congr fun u => by simp [coulomb]
  -- the two unpaired images recede to infinity
  have far : ∀ c : ℝ, Tendsto (fun N : ℕ => (2 * (N : ℝ) + 1) * L + c) atTop atTop := by
    intro c
    have h : Tendsto (fun N : ℕ => 2 * (N : ℝ) + 1) atTop atTop :=
      tendsto_atTop_mono (fun N => by linarith [(Nat.cast_nonneg N : (0 : ℝ) ≤ N)])
        tendsto_natCast_atTop_atTop
    exact tendsto_atTop_add_const_right _ c (h.atTop_mul_const hL)
  have h := (decay.comp (far (-z))).sub (decay.comp (far z))
  rw [sub_zero] at h
  refine h.congr fun N => ?_
  rw [partialPotential_right, sub_eq_add_neg ((2 * (N : ℝ) + 1) * L) z]
  rfl

end

end ImageChargesTwoPlates
```

```lean
#print axioms ImageChargesTwoPlates.partialPotential_right_pos
-- 'ImageChargesTwoPlates.partialPotential_right_pos' depends on axioms: [propext, Classical.choice, Quot.sound]
#print axioms ImageChargesTwoPlates.abs_partialPotential_right_le
-- 'ImageChargesTwoPlates.abs_partialPotential_right_le' depends on axioms: [propext, Classical.choice, Quot.sound]
#print axioms ImageChargesTwoPlates.partialPotential_plates
-- 'ImageChargesTwoPlates.partialPotential_plates' depends on axioms: [propext, Classical.choice, Quot.sound]
```

## Induction on the cutoff

The Lean proof replaces the reindexing above by induction on $N$. `partialPotential_succ` shows that raising the cutoff by one adds exactly the terms $n=N+1$ and $n=-(N+1)$. `coulomb_eq_of_sq` supplies the evenness of $f$: equal squared height differences give equal potentials.

In `partialPotential_left`, the equalities `e1` and `e2` match each new charge with its opposite mirror image, so the step adds nothing. In `partialPotential_right`, `e1` and `e2` identify the new terms that cancel the old residual, while `e3` and `e4` identify those that form the next one.

`partialPotential_right_pos` compares the squared distances. `abs_coulomb_sub_le` proves the triangle inequality as `key` and rewrites the difference of reciprocals with `frac`; `abs_partialPotential_right_le` applies it to the residual.

In `partialPotential_plates`, `decay` says that $f(u)\to0$ as $u\to\infty$, and `far` says that $(2N+1)L+c\to\infty$ for any fixed $c$. Composing them for $c=-z$ and $c=z$ and subtracting gives the limit.

## Plate values, not the field in the gap

The theorems concern the two plates only. They do not establish that $\Phi_N(x)$ converges at heights between the plates, nor do they define the infinite image series or identify it with the solution of Poisson's equation. The limit at $x=L$ is taken at fixed $\rho$.

Grounding is represented by the condition that the potential is zero on both planes. This stands for perfect conductors held at a common reference potential. Electrodes at different voltages, plates of finite size and dielectric layers are not covered, and neither is floating-point rounding.

The condition $0<z<L$ belongs to the physical picture and is not a hypothesis in Lean. The final theorem assumes only $L>0$ and admits every real $\rho$ and $z$. At $\rho=0$, a value of $z$ outside the gap can put an image on the field point, where Lean sets $1/0=0$; with $0<z<L$ this never happens on either plate.
